# The exponential of a real square matrix has positive determinant

The lemma says that for any real square matrix A of finite size, the determinant of exp(A) is strictly positive. In physical terms, if a state x evolves by the linear equation dx/dt = Ax, the map taking the state at time 0 to the state at time 1 preserves orientation. Nothing else is asked of A, which need not be symmetric or antisymmetric. The attempt writes exp(A) as the square of exp(A/2), so that its determinant is the square of a real number, and then argues that this number is nonzero because a matrix exponential is invertible.

As first written in Lean, the proof fails:

```lean
import Mathlib

open Matrix
open scoped Matrix.Norms.Operator

namespace TorqueBalanceFrameInvariance

variable {n : Type*} [Fintype n] [DecidableEq n]

/-- The exponential of a real matrix has positive determinant. -/
theorem det_exp_pos (A : Matrix n n ℝ) : 0 < (NormedSpace.exp A).det := by
  -- the exponential is the square of an invertible matrix
  have h : NormedSpace.exp A
      = NormedSpace.exp ((1 / 2 : ℝ) • A) * NormedSpace.exp ((1 / 2 : ℝ) • A) := by
    rw [← Matrix.exp_add_of_commute _ _ (Commute.refl _), ← add_smul]
    norm_num
  rw [h, Matrix.det_mul]
  exact mul_self_pos.mpr
    ((Matrix.isUnit_iff_isUnit_det _).mp (Matrix.isUnit_exp _)).ne_zero

end TorqueBalanceFrameInvariance
```

The error:

```
Main.lean:19:42: error: (deterministic) timeout at `whnf`, maximum number of heartbeats (200000) has been reached

Note: Use `set_option maxHeartbeats <num>` to set the limit.

Hint: Additional diagnostic information may be available using the `set_option diagnostics true` command.
```

What went wrong. The one error is a timeout: Lean ran out of heartbeats in `whnf`, the routine that unfolds terms, at `Matrix.isUnit_exp` in the last line. The message doesn't call the mathematics wrong, nor does it say what was being unfolded. The shape of the line suggests a reason. Lean has to elaborate the term before `.ne_zero` without help from the goal, and the matrix there is only `_`, so its size and entry type are not yet known when `Matrix.isUnit_exp` is reached.

The repair drops that term and proves the nonvanishing separately, as `hne`, for a matrix `B` whose type is written out. Since `B` commutes with `-B`, exp(B) exp(−B) = exp(0) = 1. Taking determinants, a zero determinant for exp(B) would give 0 = 1. The final step still uses `mul_self_pos`, now with `hne _`, where the goal settles which matrix is meant. As `Matrix.isUnit_exp` is no longer called, the elaboration that timed out doesn't arise.

Fix (accepted with no message):

```diff
@@ -16,6 +16,13 @@
     norm_num
   rw [h, Matrix.det_mul]
-  exact mul_self_pos.mpr
-    ((Matrix.isUnit_iff_isUnit_det _).mp (Matrix.isUnit_exp _)).ne_zero
+  have hne : ∀ B : Matrix n n ℝ, (NormedSpace.exp B).det ≠ 0 := by
+    intro B h0
+    have hi : NormedSpace.exp B * NormedSpace.exp (-B) = 1 := by
+      rw [← Matrix.exp_add_of_commute _ _ (Commute.refl B).neg_right, add_neg_cancel,
+        NormedSpace.exp_zero]
+    have h1 := congrArg Matrix.det hi
+    rw [Matrix.det_mul, h0, zero_mul, Matrix.det_one] at h1
+    exact zero_ne_one h1
+  exact mul_self_pos.mpr (hne _)
 
 end TorqueBalanceFrameInvariance
```
